# In a finite-state chain with a strictly positive transfer matrix, the effective coupling between the ends tends to zero with length

Two Ising spins s, s′ = ±1 are joined through a third spin t by two bonds of strength K > 0, measured in units of k_B times the temperature. Summing over t leaves the weight

Σ_t exp(K s t + K t s′) = 2 cosh(K(s + s′)).

Equal outer spins are favoured over opposite ones by the factor cosh 2K. A single direct bond would favour them by e^{2K}, which is larger.

The loss comes from averaging. For a direct bond, the ratio "weight with right spin up / weight with right spin down" is e^{2K} or e^{−2K}, depending on the left spin. With the middle spin summed out, each new ratio is a weighted mean of these two: cosh 2K or 1/cosh 2K. The range of ratios has narrowed, so the left spin has less influence on the right one.

## Chain, cross-ratio and coupling

Now let each spin take values in a finite set S, and let neighbours x, y have energy E(x,y). The transfer matrix, written T (not the temperature), has entries exp(−E(x,y)/k_B temperature), which are positive when the energies are finite and the temperature is above zero. Expanding the matrix product shows that Tⁿ(x,y) is the weight of end states x, y in a chain of n identical bonds, with the interior summed out. The Lean code starts from a real matrix `T`; its identification with a classical nearest-neighbour chain is this physical step.

```lean
import Mathlib

open Matrix Filter Topology

namespace ChainEndCoupling

noncomputable section

variable {S : Type*}
```

For a weight W of two end spins, take left states i, k and right states j, l. The cross-ratio is

R = W(i,j) W(k,l) / (W(i,l) W(k,j)).

A factorised weight f(x) g(y) with nonzero factors has R = 1: end fields alone produce no coupling.

```lean
/-- The cross-ratio of a weight `W` of two end spins, for left states `i, k` and right states
`j, l`; its domain is `W i l ≠ 0` and `W k j ≠ 0`. -/
def crossRatio (W : Matrix S S ℝ) (i j k l : S) : ℝ :=
  W i j * W k l / (W i l * W k j)
```

The effective coupling is (1/4) ln R. With more than two spin states, there is one such number for each choice of i, j, k, l.

```lean
/-- The effective coupling of two end spins, in units of `k_B` times the temperature: one quarter of
the logarithm of the cross-ratio. Its domain is that of weights whose cross-ratio is defined and
positive. -/
def endCoupling (W : Matrix S S ℝ) (i j k l : S) : ℝ :=
  Real.log (crossRatio W i j k l) / 4
```

## (a) Reading off a coupling in the presence of end fields

**Task.** End spins s, s′ have the weight A exp(J s s′ + h s + g s′), with A ≠ 0, coupling J and end fields h, g. Take i, j with spin +1 and k, l with spin −1. Show that

(1/4) ln R = J.

**Solution.** The four weights are

W(i,j) = A e^{J+h+g}, W(k,l) = A e^{J−h−g},
W(i,l) = A e^{−J+h−g}, W(k,j) = A e^{−J−h+g}.

The fields cancel in both products, so R = A² e^{2J} / (A² e^{−2J}) = e^{4J}. Taking a quarter of the logarithm gives J.

In Lean, `σ` assigns a spin value to each state. The identity `e` compares the two products of exponentials, and `hc` is R = e^{4J}.

```lean
/-- If the end spins have the weight `A exp(J s s' + h s + g s')` with `A ≠ 0`, the effective
coupling read off from the states with spins `±1` is `J`, whatever the end fields. -/
theorem endCoupling_eq (W : Matrix S S ℝ) (σ : S → ℝ) {A J h g : ℝ} (hA : A ≠ 0)
    (hW : ∀ a b, W a b = A * Real.exp (J * σ a * σ b + h * σ a + g * σ b))
    {i j k l : S} (hi : σ i = 1) (hj : σ j = 1) (hk : σ k = -1) (hl : σ l = -1) :
    endCoupling W i j k l = J := by
  have e : Real.exp (J * 1 * 1 + h * 1 + g * 1) * Real.exp (J * -1 * -1 + h * -1 + g * -1)
      = Real.exp (4 * J) * (Real.exp (J * 1 * -1 + h * 1 + g * -1)
        * Real.exp (J * -1 * 1 + h * -1 + g * 1)) := by
    simp only [← Real.exp_add]
    congr 1
    ring
  have hc : crossRatio W i j k l = Real.exp (4 * J) := by
    unfold crossRatio
    simp only [hW, hi, hj, hk, hl]
    rw [div_eq_iff (by positivity)]
    linear_combination A ^ 2 * e
  rw [endCoupling, hc, Real.log_exp]
  ring
```

## (b) One transfer step narrows the range of ratios

**Task.** Let κ ≥ 0 satisfy κ T(x,y) ≤ T(x,z) for all x, y, z. Let v be a vector with positive entries, and let a v(x) ≤ u(x) ≤ b v(x) for all x. Find a′ ≥ a and b′ such that, for all x,

b′ − a′ = (1 − κ)(b − a),
a′ (Tv)(x) ≤ (Tu)(x) ≤ b′ (Tv)(x).

**Solution.** Let p be a vector with nonnegative entries. Multiply κ T(x,z) ≤ T(x,y) by p(y) v(z) and sum over y and z:

κ (Σp) (Tv)(x) ≤ (Σv) (Tp)(x).

Set m = Σu / Σv, the mean ratio. Summing a v ≤ u gives a ≤ m. With p = u − a v, we have Σp = (m − a) Σv. Dividing by Σv > 0 gives

κ(m − a)(Tv)(x) ≤ (Tu)(x) − a (Tv)(x).

Hence a′ = a + κ(m − a) is a lower bound, and a′ ≥ a. With p = b v − u, the same step gives

κ(b − m)(Tv)(x) ≤ b (Tv)(x) − (Tu)(x),

so b′ = b − κ(b − m) is an upper bound. Subtracting, m drops out and b′ − a′ = (1 − κ)(b − a).

The Lean step `gain` is the inequality for p; `g1` and `g2` are its two uses. The notation `T *ᵥ v` means the matrix T applied to v.

```lean
variable [Fintype S]

/-- Let every entry of `T` be at least `κ ≥ 0` times every entry of its row, and let `a v ≤ u ≤ b v`
hold entrywise with `v > 0`. Then `a' (T v) ≤ T u ≤ b' (T v)` holds entrywise for some `a' ≥ a` and
`b'` with `b' - a' = (1 - κ) (b - a)`. -/
theorem window_contracts [Nonempty S] {T : Matrix S S ℝ} {κ : ℝ} (h0 : 0 ≤ κ)
    (hκ : ∀ x y z, κ * T x y ≤ T x z) {u v : S → ℝ} (hv : ∀ x, 0 < v x) {a b : ℝ}
    (ha : ∀ x, a * v x ≤ u x) (hb : ∀ x, u x ≤ b * v x) :
    ∃ a' b', a ≤ a' ∧ b' - a' = (1 - κ) * (b - a) ∧
      ∀ x, a' * (T *ᵥ v) x ≤ (T *ᵥ u) x ∧ (T *ᵥ u) x ≤ b' * (T *ᵥ v) x := by
  -- a lower bound on every entry of `T *ᵥ p` for a nonnegative vector `p`
  have gain : ∀ p : S → ℝ, (∀ x, 0 ≤ p x) → ∀ x,
      κ * (∑ y, p y) * (T *ᵥ v) x ≤ (∑ y, v y) * (T *ᵥ p) x := by
    intro p hp x
    have h1 : κ * (∑ y, p y) * (T *ᵥ v) x = ∑ y, ∑ z, p y * v z * (κ * T x z) := by
      simp only [Matrix.mulVec, dotProduct]
      rw [mul_assoc, Finset.sum_mul_sum, Finset.mul_sum]
      refine Finset.sum_congr rfl fun y _ => ?_
      rw [Finset.mul_sum]
      exact Finset.sum_congr rfl fun z _ => by ring
    have h2 : (∑ y, v y) * (T *ᵥ p) x = ∑ y, ∑ z, p y * v z * T x y := by
      simp only [Matrix.mulVec, dotProduct]
      rw [mul_comm, Finset.sum_mul_sum]
      exact Finset.sum_congr rfl fun y _ => Finset.sum_congr rfl fun z _ => by ring
    rw [h1, h2]
    exact Finset.sum_le_sum fun y _ => Finset.sum_le_sum fun z _ =>
      mul_le_mul_of_nonneg_left (hκ x z y) (mul_nonneg (hp y) (hv z).le)
  have hV : 0 < ∑ y, v y := Finset.sum_pos (fun y _ => hv y) Finset.univ_nonempty
  obtain ⟨m, hm⟩ : ∃ m, ∑ y, u y = m * ∑ y, v y :=
    ⟨(∑ y, u y) / ∑ y, v y, (div_mul_cancel₀ _ hV.ne').symm⟩
  have ham : a ≤ m := by
    refine le_of_mul_le_mul_right ?_ hV
    rw [← hm, Finset.mul_sum]
    exact Finset.sum_le_sum fun y _ => ha y
  -- both ends of the window move towards the mean ratio `m`
  refine ⟨a + κ * (m - a), b - κ * (b - m), ?_, by ring, fun x => ?_⟩
  · nlinarith [mul_nonneg h0 (sub_nonneg.2 ham)]
  · have g1 := gain (u - a • v) (fun y => sub_nonneg.2 (ha y)) x
    have g2 := gain (b • v - u) (fun y => sub_nonneg.2 (hb y)) x
    rw [Matrix.mulVec_sub, Matrix.mulVec_smul] at g1 g2
    simp only [Pi.sub_apply, Pi.smul_apply, smul_eq_mul, Finset.sum_sub_distrib,
      ← Finset.mul_sum, hm] at g1 g2
    constructor <;> refine le_of_mul_le_mul_left ?_ hV <;> linarith
```

## (c) Every pair of end states has positive weight

**Task.** Let all entries of T be positive. Show that for every integer n ≥ 0 and all x, y,

Tⁿ⁺¹(x,y) > 0.

**Solution.** For n = 0 this is the assumption. For the next power,

Tⁿ⁺²(x,y) = Σ_z Tⁿ⁺¹(x,z) T(z,y),

a nonempty sum of positive terms. The Lean proof is this induction; writing the exponent as `n + 1` ensures at least one bond.

```lean
variable [DecidableEq S]

/-- A chain of at least one bond with a strictly positive transfer matrix gives every pair of
end states a positive weight. -/
theorem pow_succ_pos {T : Matrix S S ℝ} (hT : ∀ x y, 0 < T x y) (n : ℕ) (x y : S) :
    0 < (T ^ (n + 1)) x y := by
  induction n generalizing x y with
  | zero => simpa using hT x y
  | succ n ih =>
    rw [pow_succ, Matrix.mul_apply]
    exact Finset.sum_pos (fun z _ => mul_pos (ih x z) (hT z y)) ⟨x, Finset.mem_univ x⟩
```

## (d) An exponential bound on the cross-ratio

**Task.** Let T have positive entries, and let κ > 0 satisfy the condition in (b). Show that the cross-ratio R of Tⁿ⁺¹ obeys

|R − 1| ≤ ((κ⁻¹ − κ)/κ) (1 − κ)ⁿ.

**Solution.** Compare columns j and l of Tⁿ⁺¹. For n = 0, the condition on κ, used in both directions, gives

κ T(x,l) ≤ T(x,j) ≤ κ⁻¹ T(x,l).

Since Tⁿ⁺² = T Tⁿ⁺¹, one more bond applies T to both columns. They are positive by (c), so (b) applies at each step. After n steps, the ratios lie in a window [a, b] with

a ≥ κ, b − a = (1 − κ)ⁿ (κ⁻¹ − κ).

Write p, q, r, s for the entries (i,j), (i,l), (k,j), (k,l) of Tⁿ⁺¹, so that R = ps/(qr). Rows i and k give

a q ≤ p ≤ b q, a s ≤ r ≤ b s.

Multiply the first by s and the second by q. Both ps and qr lie between a qs and b qs, hence |ps − qr| ≤ (b − a) qs. Also r ≥ κ s. Therefore

|R − 1| ≤ (b − a) s/r ≤ (b − a)/κ,

which is the stated bound.

In Lean, `key` is the induction on the window, and the final `calc` block combines the last two estimates.

```lean
/-- For a strictly positive `T` in which every entry is at least `κ > 0` times every entry of its
row, the cross-ratio of a chain of `n + 1` bonds differs from 1 by at most a constant times
`(1 - κ) ^ n`. -/
theorem crossRatio_bound {T : Matrix S S ℝ} (hT : ∀ x y, 0 < T x y) {κ : ℝ} (h0 : 0 < κ)
    (hκ : ∀ x y z, κ * T x y ≤ T x z) (n : ℕ) (i j k l : S) :
    |crossRatio (T ^ (n + 1)) i j k l - 1| ≤ (κ⁻¹ - κ) / κ * (1 - κ) ^ n := by
  have : Nonempty S := ⟨i⟩
  -- the ratios of columns `j` and `l` lie in a shrinking window
  have key : ∃ a b, κ ≤ a ∧ b - a = (1 - κ) ^ n * (κ⁻¹ - κ) ∧
      ∀ x, a * (T ^ (n + 1)) x l ≤ (T ^ (n + 1)) x j ∧
        (T ^ (n + 1)) x j ≤ b * (T ^ (n + 1)) x l := by
    induction n with
    | zero =>
      refine ⟨κ, κ⁻¹, le_rfl, by ring, fun x => ?_⟩
      rw [zero_add, pow_one]
      refine ⟨hκ x l j, ?_⟩
      rw [inv_mul_eq_div, le_div_iff₀ h0, mul_comm]
      exact hκ x j l
    | succ n ih =>
      obtain ⟨a, b, h1, h2, h3⟩ := ih
      obtain ⟨a', b', g1, g2, g3⟩ := window_contracts h0.le hκ
        (u := fun x => (T ^ (n + 1)) x j) (v := fun x => (T ^ (n + 1)) x l)
        (fun x => pow_succ_pos hT n x l) (fun x => (h3 x).1) (fun x => (h3 x).2)
      have e : ∀ x c, (T ^ (n + 1 + 1)) x c = (T *ᵥ fun y => (T ^ (n + 1)) y c) x := by
        intro x c
        rw [pow_succ' T (n + 1), Matrix.mul_apply]
        rfl
      refine ⟨a', b', h1.trans g1, by rw [g2, h2]; ring, fun x => ?_⟩
      rw [e, e]
      exact g3 x
  obtain ⟨a, b, hκa, hab, hw⟩ := key
  obtain ⟨p1, p2⟩ := hw i
  obtain ⟨r1, r2⟩ := hw k
  have hq := pow_succ_pos hT n i l
  have hr := pow_succ_pos hT n k j
  have hs := pow_succ_pos hT n k l
  unfold crossRatio
  generalize (T ^ (n + 1)) i j = p at *
  generalize (T ^ (n + 1)) i l = q at *
  generalize (T ^ (n + 1)) k j = r at *
  generalize (T ^ (n + 1)) k l = s at *
  have hD : 0 ≤ b - a := sub_nonneg.2 (le_of_mul_le_mul_right (r1.trans r2) hs)
  have hsr : s ≤ r / κ := by
    rw [le_div_iff₀ h0]
    nlinarith [mul_le_mul_of_nonneg_right hκa hs.le]
  have h1 : |p * s - q * r| ≤ (b - a) * (q * s) := by
    rw [abs_le]
    constructor
    · nlinarith [mul_le_mul_of_nonneg_right p1 hs.le, mul_le_mul_of_nonneg_left r2 hq.le]
    · nlinarith [mul_le_mul_of_nonneg_right p2 hs.le, mul_le_mul_of_nonneg_left r1 hq.le]
  have hqr : 0 < q * r := mul_pos hq hr
  rw [div_sub_one hqr.ne', abs_div, abs_of_pos hqr, div_le_iff₀ hqr]
  calc |p * s - q * r| ≤ (b - a) * (q * s) := h1
    _ ≤ (b - a) * (q * (r / κ)) :=
        mul_le_mul_of_nonneg_left (mul_le_mul_of_nonneg_left hsr hq.le) hD
    _ = (κ⁻¹ - κ) / κ * (1 - κ) ^ n * (q * r) := by rw [hab]; ring
```

In simulations of a classical chain with finitely many spin states, finite energies and identical nearest-neighbour bonds, at a temperature above zero, this bound gives a length beyond which the cross-ratio of the ends is within a chosen tolerance of 1. A shorter chain may already suffice.

## (e) The limit of the cross-ratio

**Task.** For T with positive entries and any i, j, k, l, show that, as n → ∞,

Tⁿ(i,j) Tⁿ(k,l) / (Tⁿ(i,l) Tⁿ(k,j)) → 1.

**Solution.** Let κ be the smallest of the ratios T(x,z)/T(x,y). There are finitely many, all positive, so κ > 0 and the condition in (b) holds. The choice y = z gives κ ≤ 1. Thus 0 ≤ 1 − κ < 1, and the bound in (d) tends to 0. Shifting n by one does not change the limit.

`Finite.exists_min` supplies the smallest ratio, and `squeeze_zero` passes from the bound to the limit. The sequence formally includes n = 0, where the denominator may vanish; this has no effect on the limit.

```lean
/-- For a strictly positive transfer matrix on a finite spin set, the cross-ratio of the
end-spin weights tends to 1 as the chain grows. -/
theorem crossRatio_tendsto_one {T : Matrix S S ℝ} (hT : ∀ x y, 0 < T x y) (i j k l : S) :
    Tendsto (fun n : ℕ => crossRatio (T ^ n) i j k l) atTop (𝓝 1) := by
  have : Nonempty S := ⟨i⟩
  -- the smallest ratio of two entries in a common row serves as `κ`
  obtain ⟨m, hm⟩ := Finite.exists_min (fun p : S × S × S => T p.1 p.2.2 / T p.1 p.2.1)
  obtain ⟨κ, h0, hκ⟩ : ∃ κ : ℝ, 0 < κ ∧ ∀ x y z, κ * T x y ≤ T x z :=
    ⟨_, div_pos (hT m.1 m.2.2) (hT m.1 m.2.1),
      fun x y z => (le_div_iff₀ (hT x y)).1 (hm (x, y, z))⟩
  have h1 : κ ≤ 1 := le_of_mul_le_mul_right (by simpa using hκ i i i) (hT i i)
  rw [← tendsto_add_atTop_iff_nat 1, tendsto_iff_norm_sub_tendsto_zero]
  refine squeeze_zero (fun n => norm_nonneg _)
    (fun n => crossRatio_bound hT h0 hκ n i j k l) ?_
  simpa using (tendsto_pow_atTop_nhds_zero_of_lt_one (sub_nonneg.2 h1)
    (by linarith : 1 - κ < 1)).const_mul ((κ⁻¹ - κ) / κ)
```

Nonnegative entries are not enough, even with a positive diagonal. Let T be the 2 × 2 identity matrix, which forbids unequal neighbours, and take i = l = 1, j = k = 2. Then

Tⁿ(1,2) Tⁿ(2,1) / (Tⁿ(1,1) Tⁿ(2,2)) = 0

for every n. The two ends stay locked together at any length.

## (f) The limit of the coupling

**Task.** Under the same assumptions, let Jₙ be the effective coupling computed from Tⁿ for fixed i, j, k, l. Show that, as n → ∞,

Jₙ → 0.

**Solution.** By definition, Jₙ is a quarter of the logarithm of the cross-ratio in (e). The logarithm is continuous at 1, so Jₙ → (1/4) ln 1 = 0. Lean applies `.log` and `.div_const 4` to the previous limit.

This is a statement about the two ends of an open chain; it does not by itself determine the bulk magnetisation or the free energy.

```lean
/-- For a strictly positive transfer matrix on a finite spin set, the effective coupling between
the ends of the chain tends to zero as the chain grows. -/
theorem endCoupling_tendsto_zero {T : Matrix S S ℝ} (hT : ∀ x y, 0 < T x y) (i j k l : S) :
    Tendsto (fun n : ℕ => endCoupling (T ^ n) i j k l) atTop (𝓝 0) := by
  simpa [endCoupling] using
    ((crossRatio_tendsto_one hT i j k l).log one_ne_zero).div_const 4

end

end ChainEndCoupling
```

```lean
#print axioms ChainEndCoupling.endCoupling_eq
#print axioms ChainEndCoupling.endCoupling_tendsto_zero
```

```
'ChainEndCoupling.endCoupling_eq' depends on axioms: [propext, Classical.choice, Quot.sound]
'ChainEndCoupling.endCoupling_tendsto_zero' depends on axioms: [propext, Classical.choice, Quot.sound]
```
